# Aitken extrapolation removes the dominant of two geometric error modes if its factor is not 1

Should the iterates be the output of some fixed-point map, or simply a sequence whose error has a prescribed form? I would like to take the second route and suppose that a scalar quantity in a self-consistent iteration behaves as

x(n) = s + a pⁿ + b qⁿ,

where s is the self-consistent value sought, p and q are the factors by which two error modes change per step, and a and b are their amplitudes. The p mode is present and dominates, so a ≠ 0 and 0 < |q| < |p|, and p ≠ 1. Aitken's formula combines three successive iterates into a new estimate A(n) of s. My claim is that the pⁿ error disappears and that what remains is proportional to qⁿ, with an amplitude that can be written down. Can this be made rigorous, with an exact error formula, and checked by machine in Lean?

## Two prescribed modes and the exact error

Yes, if "proportional to qⁿ" is meant asymptotically: the remaining error is qⁿ times an amplitude that converges as n grows. The Lean file takes the iterates as you do, as a sequence given in closed form, with no map behind it. The numbers s, a, b, p and q lie in an arbitrary normed field, which includes the real and the complex numbers; |·| denotes its norm. The error formula is then pure algebra, and only the limits need the norm.

Write the first and second differences as

Δ(n) = x(n+1) − x(n) = a(p−1)pⁿ + b(q−1)qⁿ,

D(n) = x(n+2) − 2x(n+1) + x(n) = a(p−1)²pⁿ + b(q−1)²qⁿ.

The constant s cancels in both. In D(n), each mode picks up the factor p² − 2p + 1 = (p−1)², or the same expression in q. The Aitken value is

A(n) = x(n) − Δ(n)²/D(n).

Suppose that D(n) ≠ 0, and abbreviate u = a pⁿ and v = b qⁿ. Subtracting s and multiplying by D(n) gives

(A(n) − s) D(n) = (u + v)((p−1)²u + (q−1)²v) − ((p−1)u + (q−1)v)².

The u² terms cancel, and so do the v² terms. The mixed terms leave

uv[(p−1)² + (q−1)² − 2(p−1)(q−1)] = uv(p−q)².

Since uv = ab(pq)ⁿ, the exact error is

A(n) − s = ab(p−q)²(pq)ⁿ / (a(p−1)²pⁿ + b(q−1)²qⁿ).

## The limit after the dominant factor cancels

Now use |q| < |p|. This forces p ≠ 0, and the ratio r = q/p satisfies |r| < 1, so rⁿ → 0. Taking pⁿ out of the denominator gives

D(n) = pⁿ[a(p−1)² + b(q−1)²rⁿ].

The bracket tends to a(p−1)², which is nonzero because a ≠ 0 and p ≠ 1. Hence D(n) ≠ 0 for all sufficiently large n. The factor pⁿ cancels against the one in (pq)ⁿ, and

A(n) − s = qⁿ g(n), with g(n) = ab(p−q)² / [a(p−1)² + b(q−1)²rⁿ].

As n grows, g(n) tends to b(p−q)²/(p−1)². For q ≠ 0 this is the limit of (A(n) − s)/qⁿ. The limiting amplitude of the surviving mode is therefore b multiplied by (p−q)²/(p−1)², a factor that becomes large when p is close to 1 and q is not.

Three consequences follow. The raw error is x(n) − s = pⁿ(a + b rⁿ), so the ratio of the Aitken error to the raw error is

rⁿ g(n)/(a + b rⁿ) → 0.

If |q| < 1, then qⁿ g(n) → 0 and A(n) → s, whatever the size of p. If |p| > 1, then |x(n) − s| = |p|ⁿ |a + b rⁿ| grows without bound. For |q| < 1 < |p|, the extrapolated values thus converge although the iterates diverge.

The simplest case is b = 0, a single mode. The error formula then gives A(n) = s exactly wherever D(n) ≠ 0. With a ≠ 0, p ≠ 0 and p ≠ 1 this holds already at n = 0, from the first three iterates.

## What the Lean theorems say

`aitken x n` is the extrapolated value A(n) for any sequence `x`, and `twoMode s a b p q` is the sequence x(n). Counting starts at n = 0. Lean sets division by zero to zero, so `aitken` returns the raw iterate where the second difference vanishes; the error formula excludes such n by hypothesis.

`aitken_error` is the exact formula, with D(n) ≠ 0 as its only hypothesis. It needs neither an ordering of the modes nor a ≠ 0. `eventually_secondDiff_ne_zero` shows that the denominator is nonzero from some n onwards, and `aitken_error_tendsto` is the limit of (A(n) − s)/qⁿ. In these statements `‖q‖ < ‖p‖` is the separation of the modes, `∀ᶠ n in atTop` means "for all sufficiently large n", and `Tendsto … atTop (𝓝 c)` means convergence to c as n → ∞.

The hypotheses have a direct physical reading. `ha : a ≠ 0` says that the dominant mode is present in the observed scalar. `hp1 : p ≠ 1` excludes a dominant mode with factor exactly 1, which would add a constant offset that no difference of iterates can detect. `hq : q ≠ 0` appears only where the error is divided by qⁿ.

`aitken_accelerates`, `aitken_tendsto_limit` and `raw_error_diverges` are the three consequences above. `equal_moduli_no_gain` shows why the separation is strict. For p = 1/2, q = −1/2, a = 2, b = 1 and s = 0, every Aitken value with odd index is 8/7 times the raw iterate, so its error is larger, and the ratio of the errors does not tend to zero.

The strict inequality also limits which oscillations are covered. A negative p, whose error alternates in sign, is allowed, and so is a complex p that dominates in modulus. A complex-conjugate pair of factors, as a real iteration can produce, has equal moduli and falls outside the limit theorems, though the exact formula still applies to it at every n with D(n) ≠ 0.

For self-consistent-field calculations, the result describes the extrapolation of one scalar, such as a single density-matrix element, in a model with exactly two geometric error modes and no nonlinear remainder.

```lean
import Mathlib

open Filter Topology

namespace AitkenTwoMode

noncomputable section

variable {𝕜 : Type*} [NormedField 𝕜]

/-- The Aitken extrapolation built from three successive iterates. -/
def aitken (x : ℕ → 𝕜) (n : ℕ) : 𝕜 :=
  x n - (x (n + 1) - x n) ^ 2 / (x (n + 2) - 2 * x (n + 1) + x n)

/-- Iterates whose deviation from `s` is a sum of two geometric error modes,
with amplitudes `a`, `b` and factors `p`, `q`. -/
def twoMode (s a b p q : 𝕜) (n : ℕ) : 𝕜 := s + a * p ^ n + b * q ^ n

/-- The second difference of the two-mode iterates is again a sum of the two modes. -/
theorem secondDiff_twoMode (s a b p q : 𝕜) (n : ℕ) :
    twoMode s a b p q (n + 2) - 2 * twoMode s a b p q (n + 1) + twoMode s a b p q n
      = a * (p - 1) ^ 2 * p ^ n + b * (q - 1) ^ 2 * q ^ n := by
  simp only [twoMode]
  ring

/-- The exact error of the Aitken value wherever the second difference is nonzero. -/
theorem aitken_error (s a b p q : 𝕜) (n : ℕ)
    (h : a * (p - 1) ^ 2 * p ^ n + b * (q - 1) ^ 2 * q ^ n ≠ 0) :
    aitken (twoMode s a b p q) n - s
      = a * b * (p - q) ^ 2 * (p * q) ^ n
        / (a * (p - 1) ^ 2 * p ^ n + b * (q - 1) ^ 2 * q ^ n) := by
  rw [aitken, secondDiff_twoMode, eq_div_iff h, sub_right_comm, sub_mul,
    div_mul_cancel₀ _ h]
  simp only [twoMode]
  ring

private lemma pow_mul_ratio {p : 𝕜} (q : 𝕜) (hp : p ≠ 0) (n : ℕ) :
    p ^ n * (q / p) ^ n = q ^ n := by
  rw [div_pow]
  field_simp

private lemma ne_zero_of_dominant {p q : 𝕜} (hqp : ‖q‖ < ‖p‖) : p ≠ 0 :=
  norm_pos_iff.1 (lt_of_le_of_lt (norm_nonneg q) hqp)

private lemma tendsto_add_ratio {p q : 𝕜} (c d : 𝕜) (hqp : ‖q‖ < ‖p‖) :
    Tendsto (fun n : ℕ => c + d * (q / p) ^ n) atTop (𝓝 c) := by
  have hr : Tendsto (fun n : ℕ => (q / p) ^ n) atTop (𝓝 0) := by
    apply tendsto_pow_atTop_nhds_zero_of_norm_lt_one
    rw [norm_div]
    exact (div_lt_one (lt_of_le_of_lt (norm_nonneg q) hqp)).2 hqp
  have h := (hr.const_mul d).const_add c
  rwa [mul_zero, add_zero] at h

private lemma factor_dominant {p : 𝕜} (c d q : 𝕜) (hp : p ≠ 0) (n : ℕ) :
    c * p ^ n + d * q ^ n = p ^ n * (c + d * (q / p) ^ n) := by
  have h := pow_mul_ratio q hp n
  generalize (q / p) ^ n = r at h ⊢
  linear_combination (-d) * h

/-- If the mode `p` is present, dominates `q` and differs from 1, the denominator of
the Aitken formula is nonzero for all sufficiently late iterates. -/
theorem eventually_secondDiff_ne_zero {a p q : 𝕜} (b : 𝕜) (ha : a ≠ 0) (hp1 : p ≠ 1)
    (hqp : ‖q‖ < ‖p‖) :
    ∀ᶠ n : ℕ in atTop, a * (p - 1) ^ 2 * p ^ n + b * (q - 1) ^ 2 * q ^ n ≠ 0 := by
  have hp := ne_zero_of_dominant hqp
  have hc : a * (p - 1) ^ 2 ≠ 0 := mul_ne_zero ha (pow_ne_zero 2 (sub_ne_zero.2 hp1))
  have hlim := tendsto_add_ratio (a * (p - 1) ^ 2) (b * (q - 1) ^ 2) hqp
  filter_upwards [hlim.eventually_mem (isOpen_ne.mem_nhds hc)] with n hn
  rw [factor_dominant _ _ q hp n]
  exact mul_ne_zero (pow_ne_zero n hp) hn

/-- The Aitken error is eventually the subdominant mode `q ^ n` times a
convergent amplitude. -/
theorem aitken_error_factor {a p q : 𝕜} (s b : 𝕜) (ha : a ≠ 0) (hp1 : p ≠ 1)
    (hqp : ‖q‖ < ‖p‖) :
    ∃ g : ℕ → 𝕜, Tendsto g atTop (𝓝 (b * (p - q) ^ 2 / (p - 1) ^ 2)) ∧
      ∀ᶠ n in atTop, aitken (twoMode s a b p q) n - s = q ^ n * g n := by
  have hp := ne_zero_of_dominant hqp
  have hc : a * (p - 1) ^ 2 ≠ 0 := mul_ne_zero ha (pow_ne_zero 2 (sub_ne_zero.2 hp1))
  have hlim := tendsto_add_ratio (a * (p - 1) ^ 2) (b * (q - 1) ^ 2) hqp
  refine ⟨fun n => a * b * (p - q) ^ 2
    / (a * (p - 1) ^ 2 + b * (q - 1) ^ 2 * (q / p) ^ n), ?_, ?_⟩
  · have hval : b * (p - q) ^ 2 / (p - 1) ^ 2
        = a * b * (p - q) ^ 2 / (a * (p - 1) ^ 2) := by
      rw [mul_assoc a b, mul_div_mul_left _ _ ha]
    rw [hval]
    exact tendsto_const_nhds.div hlim hc
  · filter_upwards [eventually_secondDiff_ne_zero b ha hp1 hqp] with n hn
    -- the dominant factor `p ^ n` cancels between numerator and denominator
    rw [aitken_error s a b p q n hn, factor_dominant _ _ q hp n, mul_pow,
      show a * b * (p - q) ^ 2 * (p ^ n * q ^ n)
        = p ^ n * (q ^ n * (a * b * (p - q) ^ 2)) by ring,
      mul_div_mul_left _ _ (pow_ne_zero n hp), mul_div_assoc]

/-- The Aitken error divided by `q ^ n` tends to `b (p - q)² / (p - 1)²`. -/
theorem aitken_error_tendsto {a p q : 𝕜} (s b : 𝕜) (ha : a ≠ 0) (hp1 : p ≠ 1)
    (hq : q ≠ 0) (hqp : ‖q‖ < ‖p‖) :
    Tendsto (fun n => (aitken (twoMode s a b p q) n - s) / q ^ n) atTop
      (𝓝 (b * (p - q) ^ 2 / (p - 1) ^ 2)) := by
  obtain ⟨g, hg, hA⟩ := aitken_error_factor s b ha hp1 hqp
  refine hg.congr' ?_
  filter_upwards [hA] with n hn
  rw [hn, mul_div_cancel_left₀ _ (pow_ne_zero n hq)]

/-- The ratio of the Aitken error to the error of the raw iterate tends to zero. -/
theorem aitken_accelerates {a p q : 𝕜} (s b : 𝕜) (ha : a ≠ 0) (hp1 : p ≠ 1)
    (hqp : ‖q‖ < ‖p‖) :
    Tendsto (fun n => (aitken (twoMode s a b p q) n - s) / (twoMode s a b p q n - s))
      atTop (𝓝 0) := by
  have hp := ne_zero_of_dominant hqp
  obtain ⟨g, hg, hA⟩ := aitken_error_factor s b ha hp1 hqp
  have hr : Tendsto (fun n : ℕ => (q / p) ^ n) atTop (𝓝 0) := by
    have h := tendsto_add_ratio 0 1 hqp
    simp only [zero_add, one_mul] at h
    exact h
  have h : Tendsto (fun n => (q / p) ^ n * g n / (a + b * (q / p) ^ n)) atTop
      (𝓝 (0 * (b * (p - q) ^ 2 / (p - 1) ^ 2) / a)) :=
    (hr.mul hg).div (tendsto_add_ratio a b hqp) ha
  rw [zero_mul, zero_div] at h
  refine h.congr' ?_
  filter_upwards [hA] with n hn
  have hx : twoMode s a b p q n - s = p ^ n * (a + b * (q / p) ^ n) := by
    rw [← factor_dominant a b q hp n, twoMode]
    ring
  rw [hn, hx, ← pow_mul_ratio q hp n, mul_assoc, mul_div_mul_left _ _ (pow_ne_zero n hp)]

/-- If the dominant mode is present with factor `p ≠ 1` and the subdominant mode decays, the Aitken
values converge to `s`, whether or not the dominant mode decays. -/
theorem aitken_tendsto_limit {a p q : 𝕜} (s b : 𝕜) (ha : a ≠ 0) (hp1 : p ≠ 1)
    (hqp : ‖q‖ < ‖p‖) (hq1 : ‖q‖ < 1) :
    Tendsto (aitken (twoMode s a b p q)) atTop (𝓝 s) := by
  obtain ⟨g, hg, hA⟩ := aitken_error_factor s b ha hp1 hqp
  have h := ((tendsto_pow_atTop_nhds_zero_of_norm_lt_one hq1).mul hg).const_add s
  rw [zero_mul, add_zero] at h
  refine h.congr' ?_
  filter_upwards [hA] with n hn
  rw [← hn]
  ring

/-- If the dominant mode grows, the error of the raw iterates grows without bound. -/
theorem raw_error_diverges {a p q : 𝕜} (s b : 𝕜) (ha : a ≠ 0)
    (hqp : ‖q‖ < ‖p‖) (hp : 1 < ‖p‖) :
    Tendsto (fun n => ‖twoMode s a b p q n - s‖) atTop atTop := by
  have h := (tendsto_pow_atTop_atTop_of_one_lt hp).atTop_mul_pos
    (norm_pos_iff.2 ha) (tendsto_add_ratio a b hqp).norm
  refine h.congr fun n => ?_
  rw [← norm_pow, ← norm_mul, ← factor_dominant a b q (ne_zero_of_dominant hqp) n, twoMode]
  congr 1
  ring

/-- For modes `1/2` and `-1/2` of equal modulus, with amplitudes 2 and 1 and `s = 0`,
every odd Aitken value is `8/7` times the raw iterate. -/
theorem equal_moduli_no_gain (k : ℕ) :
    aitken (twoMode (0 : ℝ) 2 1 (1 / 2) (-(1 / 2))) (2 * k + 1)
      = 8 / 7 * twoMode (0 : ℝ) 2 1 (1 / 2) (-(1 / 2)) (2 * k + 1) := by
  have hq : (-(1 / 2) : ℝ) ^ (2 * k + 1) = -(1 / 2) ^ (2 * k + 1) :=
    Odd.neg_pow ⟨k, rfl⟩ _
  have hP : ((1 / 2 : ℝ)) ^ (2 * k + 1) ≠ 0 := pow_ne_zero _ (by norm_num)
  have hD : (2 : ℝ) * (1 / 2 - 1) ^ 2 * (1 / 2) ^ (2 * k + 1)
      + 1 * (-(1 / 2) - 1) ^ 2 * (-(1 / 2)) ^ (2 * k + 1) ≠ 0 := by
    rw [hq]
    intro h0
    apply hP
    linear_combination (-4 / 7) * h0
  have h := aitken_error (0 : ℝ) 2 1 (1 / 2) (-(1 / 2)) (2 * k + 1) hD
  rw [sub_zero] at h
  rw [h, div_eq_iff hD, mul_pow, twoMode, hq]
  generalize ((1 / 2 : ℝ)) ^ (2 * k + 1) = P
  ring

end

end AitkenTwoMode
```

```lean
#print axioms AitkenTwoMode.aitken_error_factor
-- 'AitkenTwoMode.aitken_error_factor' depends on axioms: [propext, Classical.choice, Quot.sound]
#print axioms AitkenTwoMode.aitken_error_tendsto
-- 'AitkenTwoMode.aitken_error_tendsto' depends on axioms: [propext, Classical.choice, Quot.sound]
#print axioms AitkenTwoMode.raw_error_diverges
-- 'AitkenTwoMode.raw_error_diverges' depends on axioms: [propext, Classical.choice, Quot.sound]
#print axioms AitkenTwoMode.equal_moduli_no_gain
-- 'AitkenTwoMode.equal_moduli_no_gain' depends on axioms: [propext, Classical.choice, Quot.sound]
```

## How the proof follows the algebra

`secondDiff_twoMode` computes D(n): the definition is unfolded and `ring` collects the terms. `aitken_error` rewrites the denominator with this result. The step `eq_div_iff h` then multiplies through by D(n), and `div_mul_cancel₀` removes the remaining fraction. What is left is the polynomial identity in u and v from above, in expanded form, and `ring` proves it.

Four private lemmas prepare the limits:

- `pow_mul_ratio` is pⁿ(q/p)ⁿ = qⁿ.
- `ne_zero_of_dominant` derives p ≠ 0 from |q| < |p|.
- `tendsto_add_ratio` says that c + d(q/p)ⁿ tends to c, because |q/p| < 1.
- `factor_dominant` takes pⁿ out of c pⁿ + d qⁿ.

With c = a(p−1)² and d = b(q−1)², the last two describe the bracket in D(n). In `eventually_secondDiff_ne_zero`, the limit of this bracket is nonzero and the nonzero elements form an open set, so the bracket eventually stays in that set. Multiplying by pⁿ ≠ 0 gives the claim for D(n).

`aitken_error_factor` carries the main argument. It supplies g explicitly and proves two things: that g has the stated limit, by the quotient rule for limits, and that A(n) − s = qⁿ g(n) for all large n. For the second part it inserts the exact error formula and cancels pⁿ with `mul_div_mul_left`.

The next three theorems use this factorisation. `aitken_error_tendsto` divides by qⁿ. `aitken_accelerates` writes both errors with a factor pⁿ, cancels it, and takes the limit of the remaining quotient. `aitken_tendsto_limit` multiplies qⁿ → 0 by the convergent g. In each of them, `congr'` transfers the limit from the simplified expression to the original one, since the two agree for all large n.

`raw_error_diverges` does not need g. It multiplies |p|ⁿ, which tends to infinity, by |a + b(q/p)ⁿ|, which tends to |a| > 0.

For the example with equal moduli, let n = 2k+1 and P = (1/2)ⁿ. Since n is odd, qⁿ = −P, and therefore

x(n) = 2P − P = P,

D(n) = (1/2)P − (9/4)P = −(7/4)P.

The numerator of the error formula is 2(pq)ⁿ = −2P², which gives A(n) = (8/7)P. The Lean proof first shows D(n) ≠ 0, then applies `aitken_error`, and finally replaces the power by a variable `P` so that `ring` can finish.

## Starting from a linear iteration

A different model would begin with a map. A single scalar affine map x ↦ px + c produces only one mode. Staying with linear iterations, the smallest model with two modes has two components,

w(n+1) = M w(n) + c,

observed through one linear functional, x(n) = ℓ(w(n)). If M is diagonalisable with distinct eigenvalues p and q, neither equal to 1, there is a unique fixed point w*, and s = ℓ(w*). The amplitudes a and b come from the components of the initial error along the two eigenvectors, as seen by ℓ.

In that model, p ≠ 1 would become part of the condition for a unique fixed point, and a ≠ 0 would become a condition on the starting vector and on the observed quantity. The algebra for x(n) would stay the same. A nonlinear map would change more: its error generally contains further terms, so the exact formula would give way to an asymptotic statement with a remainder to be estimated.
